# Gradient and preconditioned descent for nonorthogonal orbitals at fixed Hamiltonian

In the simplest form of preconditioned direct minimization, an iteration applies the Hamiltonian to the occupied orbitals, forms a residual, preconditions it and moves the orbitals against the result. If the orbitals are not re-orthonormalised after each move, their overlap matrix enters the energy and its gradient. The residual proportional to the energy gradient is derived here for real orbitals in a finite orthonormal basis with a fixed symmetric Hamiltonian $H$, as in a non-interacting problem or between two updates of a self-consistent one.

## Energy and residual

Let the columns of $Y$ hold the orbital coefficients. With $G=(Y^TY)^{-1}$, the density projector and the energy are

$$P=YGY^T,\qquad E(Y)=\mathrm{Tr}[HP].$$

Each orbital has occupation one, with no spin factor. In Lean, the finite type `n` labels basis functions and `m` labels orbitals, so $Y$ is a `Matrix n m ℝ`.

```lean
import Mathlib

open Matrix Filter Topology

namespace NonorthogonalDirectMinimization

noncomputable section

variable {n m : Type*} [Fintype n] [Fintype m] [DecidableEq n] [DecidableEq m]
```

The projector is written with the inverse overlap in full. Lean assigns a value to the inverse even when the overlap is singular, so `proj` represents the density only for independent columns.

```lean
/-- The density projector `Y (YᵀY)⁻¹ Yᵀ` of nonorthogonal orbitals, the columns of `Y`.
Its domain is the set of `Y` with linearly independent columns. -/
def proj (Y : Matrix n m ℝ) : Matrix n n ℝ := Y * (Yᵀ * Y)⁻¹ * Yᵀ
```

The energy is the trace against $H$, which is an argument independent of $Y$.

```lean
/-- The energy `Tr[H Y (YᵀY)⁻¹ Yᵀ]` of the orbitals `Y`, for linearly independent columns. -/
def energy (H : Matrix n n ℝ) (Y : Matrix n m ℝ) : ℝ := (H * proj Y).trace
```

The residual is

$$R=(1-P)HYG.$$

For orthonormal orbitals $G=1$, and this is the familiar $HY-Y(Y^THY)$.

```lean
/-- The residual `(1 - P) H Y (YᵀY)⁻¹`, where `P` is the density projector of `Y`,
for linearly independent columns. -/
def residual (H : Matrix n n ℝ) (Y : Matrix n m ℝ) : Matrix n m ℝ :=
  (1 - proj Y) * H * Y * (Yᵀ * Y)⁻¹
```

For a direction $D$ and a step $t$, put $Z=Y+tD$, and write $G_Z$ and $P_Z$ for its inverse overlap and projector. The change of the projector divided by $t$ will turn out to be

$$S(t)=ZG_ZD^T(1-P)+(1-P_Z)DGY^T.$$

The code calls this matrix `secant`. It is a difference quotient of the projector, not a quasi-Newton secant condition.

```lean
/-- The matrix `Z (ZᵀZ)⁻¹ Dᵀ (1 - P(Y)) + (1 - P(Z)) D (YᵀY)⁻¹ Yᵀ` with `Z = Y + tD`,
for `Y` and `Z` with linearly independent columns. -/
def secant (Y D : Matrix n m ℝ) (t : ℝ) : Matrix n n ℝ :=
  (Y + t • D) * ((Y + t • D)ᵀ * (Y + t • D))⁻¹ * Dᵀ * (1 - proj Y)
    + (1 - proj (Y + t • D)) * D * (Yᵀ * Y)⁻¹ * Yᵀ
```

## What the projector does to the orbitals

If $Y^TYc=0$, then $|Yc|^2=c^TY^TYc=0$, so $Yc=0$, and independence of the columns gives $c=0$. The overlap is therefore nonsingular. Lean argues by contradiction: a zero determinant supplies a nonzero $c$. The hypothesis `LinearIndependent ℝ Y.col` is independence of the columns.

```lean
omit [DecidableEq n] in
/-- Linearly independent orbitals have a nonsingular overlap matrix. -/
theorem overlap_det_ne_zero {Y : Matrix n m ℝ} (hY : LinearIndependent ℝ Y.col) :
    (Yᵀ * Y).det ≠ 0 := by
  intro h
  obtain ⟨c, hc, h0⟩ := Matrix.exists_mulVec_eq_zero_iff.mpr h
  -- a null vector of the overlap gives a combination of orbitals of zero norm
  have h1 : (Y *ᵥ c) ⬝ᵥ (Y *ᵥ c) = 0 := by
    rw [Matrix.dotProduct_mulVec, ← Matrix.mulVec_transpose, Matrix.mulVec_mulVec, h0,
      zero_dotProduct]
  have h2 : Y *ᵥ c = 0 := dotProduct_self_eq_zero.mp h1
  exact hc (Matrix.mulVec_injective_iff.mpr hY (h2.trans (Matrix.mulVec_zero Y).symm))
```

Since $Y^TY$ is symmetric, so is its inverse, and $P^T=YG^TY^T=P$.

```lean
omit [DecidableEq n] in
/-- The density projector is symmetric. -/
theorem proj_transpose (Y : Matrix n m ℝ) : (proj Y)ᵀ = proj Y := by
  simp only [proj, Matrix.transpose_mul, Matrix.transpose_transpose,
    Matrix.transpose_nonsing_inv, Matrix.mul_assoc]
```

The projector fixes the occupied orbitals, because $PY=YG(Y^TY)=Y$.

```lean
omit [DecidableEq n] in
/-- If the overlap matrix is nonsingular, the density projector leaves every orbital fixed. -/
theorem proj_mul_orbitals {Y : Matrix n m ℝ} (h : (Yᵀ * Y).det ≠ 0) : proj Y * Y = Y := by
  rw [proj, Matrix.mul_assoc, Matrix.mul_assoc,
    Matrix.nonsing_inv_mul _ (isUnit_iff_ne_zero.mpr h), Matrix.mul_one]
```

## The exact change in a finite step

Expanding the right-hand side verifies

$$P_Z-P=P_Z(1-P)-(1-P_Z)P.$$

Transposing $PY=Y$ gives $Y^T(1-P)=0$, hence $Z^T(1-P)=tD^T(1-P)$. Likewise $(1-P_Z)Z=0$ and $Y=Z-tD$ give $(1-P_Z)Y=-t(1-P_Z)D$. Therefore

$$P_Z(1-P)=t\,ZG_ZD^T(1-P),\qquad (1-P_Z)P=-t\,(1-P_Z)DGY^T,$$

and subtraction yields $P_Z-P=tS(t)$, with no terms neglected. The theorem assumes that both overlaps are nonsingular. In its proof `hZQ` and `hQY` are the two relations with the factor $t$, `h1` and `h2` are the displayed products, and `noncomm_ring` checks the splitting.

```lean
/-- Exact change of the density projector in a finite step from `Y` to `Y + tD`, when both
overlap matrices are nonsingular. -/
theorem proj_step {Y D : Matrix n m ℝ} {t : ℝ} (hY : (Yᵀ * Y).det ≠ 0)
    (hZ : ((Y + t • D)ᵀ * (Y + t • D)).det ≠ 0) :
    proj (Y + t • D) - proj Y = t • secant Y D t := by
  simp only [secant]
  obtain ⟨Z, hZD⟩ : ∃ Z, Z = Y + t • D := ⟨_, rfl⟩
  rw [← hZD] at hZ ⊢
  have hYP : Yᵀ * proj Y = Yᵀ := by
    have h := congrArg Matrix.transpose (proj_mul_orbitals hY)
    rwa [Matrix.transpose_mul, proj_transpose] at h
  have hZQ : Zᵀ * (1 - proj Y) = t • (Dᵀ * (1 - proj Y)) := by
    have h0 : Yᵀ * (1 - proj Y) = 0 := by rw [Matrix.mul_sub, Matrix.mul_one, hYP, sub_self]
    rw [hZD, Matrix.transpose_add, Matrix.transpose_smul, Matrix.add_mul, h0, zero_add,
      Matrix.smul_mul]
  have hQY : (1 - proj Z) * Y = -(t • ((1 - proj Z) * D)) := by
    have h0 : (1 - proj Z) * Z = 0 := by
      rw [Matrix.sub_mul, Matrix.one_mul, proj_mul_orbitals hZ, sub_self]
    have h1 : Z - t • D = Y := by rw [hZD, add_sub_cancel_right]
    calc (1 - proj Z) * Y = (1 - proj Z) * (Z - t • D) := by rw [h1]
      _ = _ := by rw [Matrix.mul_sub, h0, zero_sub, Matrix.mul_smul]
  have h1 : proj Z * (1 - proj Y) = t • (Z * (Zᵀ * Z)⁻¹ * Dᵀ * (1 - proj Y)) := by
    calc proj Z * (1 - proj Y) = Z * (Zᵀ * Z)⁻¹ * (Zᵀ * (1 - proj Y)) :=
          Matrix.mul_assoc (Z * (Zᵀ * Z)⁻¹) Zᵀ (1 - proj Y)
      _ = _ := by
          rw [hZQ, Matrix.mul_smul]
          simp only [Matrix.mul_assoc]
  have h2 : (1 - proj Z) * proj Y = -(t • ((1 - proj Z) * D * (Yᵀ * Y)⁻¹ * Yᵀ)) := by
    calc (1 - proj Z) * proj Y = (1 - proj Z) * Y * ((Yᵀ * Y)⁻¹ * Yᵀ) := by
          simp only [proj, Matrix.mul_assoc]
      _ = _ := by
          rw [hQY, Matrix.neg_mul, Matrix.smul_mul]
          simp only [Matrix.mul_assoc]
  -- split the change into its two off-diagonal blocks
  calc proj Z - proj Y = proj Z * (1 - proj Y) - (1 - proj Z) * proj Y := by noncomm_ring
    _ = _ := by rw [h1, h2, sub_neg_eq_add, ← smul_add]
```

## The derivative of the energy

For nonzero $t$ with nonsingular overlap, the finite-step identity gives

$$\frac{E(Y+tD)-E(Y)}{t}=\mathrm{Tr}[HS(t)].$$

The determinant of $Z^TZ$ is continuous in $t$ and nonzero at $t=0$, so it stays nonzero nearby. The inverse, being the adjugate divided by the determinant, is continuous at $t=0$, and so is $S(t)$. The limit is

$$\mathrm{Tr}[HS(0)]=\mathrm{Tr}[HYGD^T(1-P)]+\mathrm{Tr}[H(1-P)DGY^T].$$

The matrices multiplying $H$ in the two terms are transposes of each other. Since $H$ is symmetric, the traces are equal. Cyclicity turns the first into $\mathrm{Tr}[D^T(1-P)HYG]$, so

$$\left.\frac{d}{dt}E(Y+tD)\right|_{t=0}=2\,\mathrm{Tr}[D^TR].$$

With the inner product $\mathrm{Tr}[A^TB]$, the gradient is $2R$.

The theorem says this for every symmetric `H`, every `Y` with independent columns and every `D`; `HasDerivAt` states that the derivative exists at $0$ and has the given value. In the proof, `hdet` keeps the overlap nonsingular near zero, `hG` and `hc` supply continuity, `h0` evaluates the limit, and `hE` is the energy difference before division by $t$.

```lean
/-- For symmetric `H` and linearly independent orbitals `Y`, the energy along `Y + tD` has
derivative `2 Tr[Dᵀ (1 - P) H Y (YᵀY)⁻¹]` at `t = 0`, for every direction `D`. -/
theorem hasDerivAt_energy {H : Matrix n n ℝ} (hH : H.IsSymm) {Y : Matrix n m ℝ}
    (hY : LinearIndependent ℝ Y.col) (D : Matrix n m ℝ) :
    HasDerivAt (fun t : ℝ => energy H (Y + t • D)) (2 * (Dᵀ * residual H Y).trace) 0 := by
  have h := overlap_det_ne_zero hY
  have hZ : Continuous (fun t : ℝ => Y + t • D) :=
    continuous_const.add (continuous_id.smul continuous_const)
  have hS : Continuous (fun t : ℝ => (Y + t • D)ᵀ * (Y + t • D)) :=
    hZ.matrix_transpose.matrix_mul hZ
  have hdet : ∀ᶠ t in 𝓝 (0 : ℝ), ((Y + t • D)ᵀ * (Y + t • D)).det ≠ 0 :=
    hS.matrix_det.continuousAt.eventually_ne (by simpa using h)
  -- the inverse overlap is continuous at the starting point
  have hG : ContinuousAt (fun t : ℝ => ((Y + t • D)ᵀ * (Y + t • D))⁻¹) 0 := by
    simp only [Matrix.inv_def, Ring.inverse_eq_inv']
    exact (hS.matrix_det.continuousAt.inv₀ (by simpa using h)).smul
      hS.matrix_adjugate.continuousAt
  have hc : ContinuousAt (fun t : ℝ => (H * secant Y D t).trace) 0 := by
    have hZ' : Continuous (fun p : ℝ × Matrix m m ℝ => Y + p.1 • D) :=
      continuous_const.add (continuous_fst.smul continuous_const)
    have hA := hZ'.matrix_mul continuous_snd
    have hF : Continuous (fun p : ℝ × Matrix m m ℝ =>
        (H * ((Y + p.1 • D) * p.2 * Dᵀ * (1 - proj Y)
          + (1 - (Y + p.1 • D) * p.2 * (Y + p.1 • D)ᵀ) * D * (Yᵀ * Y)⁻¹ * Yᵀ)).trace) :=
      (continuous_const.matrix_mul
        (((hA.matrix_mul continuous_const).matrix_mul continuous_const).add
          ((((continuous_const.sub (hA.matrix_mul hZ'.matrix_transpose)).matrix_mul
            continuous_const).matrix_mul continuous_const).matrix_mul
              continuous_const))).matrix_trace
    exact ContinuousAt.comp (x := (0 : ℝ))
      (f := fun t : ℝ => (t, ((Y + t • D)ᵀ * (Y + t • D))⁻¹))
      hF.continuousAt (continuousAt_id.prodMk hG)
  -- at `t = 0` the two blocks are transposes and contribute equally
  have h0 : (H * secant Y D 0).trace = 2 * (Dᵀ * residual H Y).trace := by
    have hT : ((1 - proj Y) * D * (Yᵀ * Y)⁻¹ * Yᵀ)ᵀ
        = Y * (Yᵀ * Y)⁻¹ * Dᵀ * (1 - proj Y) := by
      simp only [Matrix.transpose_mul, Matrix.transpose_transpose, Matrix.transpose_sub,
        Matrix.transpose_one, proj_transpose, Matrix.transpose_nonsing_inv, Matrix.mul_assoc]
    have e2 : (H * ((1 - proj Y) * D * (Yᵀ * Y)⁻¹ * Yᵀ)).trace
        = (H * (Y * (Yᵀ * Y)⁻¹ * Dᵀ * (1 - proj Y))).trace := by
      rw [← Matrix.trace_transpose, Matrix.transpose_mul, hT, hH.eq, Matrix.trace_mul_comm]
    have e1 : (H * (Y * (Yᵀ * Y)⁻¹ * Dᵀ * (1 - proj Y))).trace
        = (Dᵀ * residual H Y).trace := by
      rw [show H * (Y * (Yᵀ * Y)⁻¹ * Dᵀ * (1 - proj Y))
        = (H * Y * (Yᵀ * Y)⁻¹) * (Dᵀ * (1 - proj Y)) by simp only [Matrix.mul_assoc],
        Matrix.trace_mul_comm]
      simp only [residual, Matrix.mul_assoc]
    simp only [secant, zero_smul, add_zero]
    rw [Matrix.mul_add, Matrix.trace_add, e2, e1, two_mul]
  rw [hasDerivAt_iff_tendsto_slope_zero, ← h0]
  refine (hc.tendsto.mono_left nhdsWithin_le_nhds).congr' ?_
  filter_upwards [self_mem_nhdsWithin, hdet.filter_mono nhdsWithin_le_nhds] with t ht hdt
  have ht0 : t ≠ 0 := ht
  have hE : energy H (Y + t • D) - energy H Y = t * (H * secant Y D t).trace := by
    simp only [energy]
    rw [← Matrix.trace_sub, ← Matrix.mul_sub, proj_step h hdt, Matrix.mul_smul,
      Matrix.trace_smul, smul_eq_mul]
  simp only [zero_add, zero_smul, add_zero]
  rw [hE, smul_eq_mul, inv_mul_cancel_left₀ ht0]
```

The formula can fail when $H$ is not symmetric. Take

$$H=\begin{pmatrix}0&1\\0&0\end{pmatrix},\qquad Y=\begin{pmatrix}1\\0\end{pmatrix},\qquad D=\begin{pmatrix}0\\1\end{pmatrix}.$$

Then $E(Y+tD)=t/(1+t^2)$ has derivative $1$ at $t=0$, while $HY=0$ makes the formula give $0$.

A neighbouring result, obtained by the same argument but not formalised here, concerns a nonorthogonal basis with symmetric positive definite overlap matrix $B$. With $G=(Y^TBY)^{-1}$ and $P=YGY^T$, the derivative of $\mathrm{Tr}[HP]$ is $2\,\mathrm{Tr}[D^T(1-BP)HYG]$.

## Descent along the preconditioned residual

A preconditioner $M$ rescales the residual, typically to damp components of high kinetic energy. It is assumed positive definite, $x^TMx>0$ for every $x\neq0$, which ensures that $-MR$, like $-R$, points downhill whenever $R\neq0$. If $X$ has columns $x_j$, then

$$\mathrm{Tr}[(MX)^TX]=\sum_j x_j^TMx_j.$$

No term is negative, and a nonzero $X$ has at least one nonzero column, so the sum is positive. Lean proves the column formula as `hs` and then finds the nonzero column. Symmetry of $M$ is not required.

```lean
omit [DecidableEq n] [DecidableEq m] in
/-- For a positive definite `M` and a nonzero `X`, the trace `Tr[(MX)ᵀ X]` is positive. -/
theorem trace_preconditioned_pos {M : Matrix n n ℝ}
    (hM : ∀ x : n → ℝ, x ≠ 0 → 0 < x ⬝ᵥ M *ᵥ x) {X : Matrix n m ℝ} (hX : X ≠ 0) :
    0 < ((M * X)ᵀ * X).trace := by
  have hs : ((M * X)ᵀ * X).trace = ∑ j, (fun i => X i j) ⬝ᵥ M *ᵥ (fun i => X i j) := by
    simp only [Matrix.trace, Matrix.diag_apply, Matrix.mul_apply, Matrix.transpose_apply,
      dotProduct, Matrix.mulVec]
    exact Finset.sum_congr rfl fun j _ => Finset.sum_congr rfl fun i _ => mul_comm _ _
  obtain ⟨j, hj⟩ : ∃ j, (fun i => X i j) ≠ 0 := by
    by_contra hno
    push Not at hno
    exact hX (by ext i j; exact congrFun (hno j) i)
  rw [hs]
  refine Finset.sum_pos' (fun k _ => ?_) ⟨j, Finset.mem_univ j, hM _ hj⟩
  by_cases hk : (fun i => X i k) = 0
  · rw [hk, zero_dotProduct]
  · exact (hM _ hk).le
```

Choosing $D=-MR$ with $R\neq0$ gives the derivative $-2\,\mathrm{Tr}[(MR)^TR]<0$. The difference quotient is then negative for all sufficiently small positive $t$, and multiplying by $t$ gives $E(Y-tMR)<E(Y)$.

The expression `∀ᶠ t in 𝓝[>] (0 : ℝ)` means that some $\varepsilon>0$ exists such that the inequality holds whenever $0<t<\varepsilon$. The theorem gives no value for $\varepsilon$ and does not establish convergence of repeated steps. The proof takes the one-sided limit of the difference quotient from the derivative theorem and uses its negative sign.

In a self-consistent calculation $H$ changes with $P$. The inequality then concerns $\mathrm{Tr}[HP]$ with $H$ frozen at the current iterate; passing to the self-consistent total energy needs a further argument.

```lean
/-- For symmetric `H`, linearly independent orbitals `Y`, a positive definite preconditioner `M`
and a nonzero residual `R`, every sufficiently small positive step along `-MR` lowers the
energy. -/
theorem preconditioned_descent {H : Matrix n n ℝ} (hH : H.IsSymm) {Y : Matrix n m ℝ}
    (hY : LinearIndependent ℝ Y.col) {M : Matrix n n ℝ}
    (hM : ∀ x : n → ℝ, x ≠ 0 → 0 < x ⬝ᵥ M *ᵥ x) (hR : residual H Y ≠ 0) :
    ∀ᶠ t in 𝓝[>] (0 : ℝ), energy H (Y - t • (M * residual H Y)) < energy H Y := by
  have hneg : 2 * ((-(M * residual H Y))ᵀ * residual H Y).trace < 0 := by
    rw [Matrix.transpose_neg, Matrix.neg_mul, Matrix.trace_neg]
    linarith [trace_preconditioned_pos hM hR]
  have h := (hasDerivAt_energy hH hY (-(M * residual H Y))).tendsto_slope_zero_right
  filter_upwards [h.eventually_lt_const hneg, self_mem_nhdsWithin] with t ht ht0
  have ht1 : 0 < t := ht0
  simp only [zero_add, zero_smul, smul_neg, smul_eq_mul, ← sub_eq_add_neg,
    sub_zero] at ht
  -- a negative difference quotient at positive `t` means a lower energy
  by_contra hc
  have h3 := mul_nonneg (inv_nonneg.mpr ht1.le) (sub_nonneg.mpr (not_lt.mp hc))
  linarith

end

end NonorthogonalDirectMinimization
```

```lean
#print axioms NonorthogonalDirectMinimization.preconditioned_descent
```

```
'NonorthogonalDirectMinimization.preconditioned_descent' depends on axioms: [propext, Classical.choice, Quot.sound]
```
